# With unit prefactor and no decay, the model counterpoise sum of a chain of N atoms is N(N − 1)

In this model of a geometrical counterpoise energy, N atoms sit on a line with spacing parameter d, and each ordered pair of distinct atoms contributes an exponential in its distance, with unit prefactor; an atom paired with itself contributes nothing. The theorem `gcpSum_no_decay` sets the decay constant to zero and states that the double sum is then N(N − 1), the number of ordered pairs of distinct atoms, for every real d and every natural number N. The proof writes each pair term as 1 minus an indicator of i = j, so that the inner sum for each atom is N − 1. It then puts this value into the outer sum and leaves the rest to `simp`.

The failing Lean file:

```lean
import Mathlib

open Filter Topology

namespace CounterpoiseChain

noncomputable section

/-- Counterpoise contribution of the ordered pair of atoms `(i, j)` at positions `i * d` and
`j * d`: exponential in their distance, and zero for an atom paired with itself. -/
def pairTerm (a d : ℝ) (i j : ℕ) : ℝ :=
  if i = j then 0 else Real.exp (-a * |(i : ℝ) * d - (j : ℝ) * d|)

/-- Geometrical counterpoise sum of a chain with atoms at sites `1, ..., N`, over all ordered
pairs of distinct atoms, with unit energy prefactor. -/
def gcpSum (a d : ℝ) (N : ℕ) : ℝ :=
  ∑ i ∈ Finset.Icc 1 N, ∑ j ∈ Finset.Icc 1 N, pairTerm a d i j

/-- Without decay the counterpoise sum is the number of ordered pairs of distinct atoms. -/
theorem gcpSum_no_decay (d : ℝ) (N : ℕ) : gcpSum 0 d N = N * ((N : ℝ) - 1) := by
  have e : ∀ i j : ℕ, pairTerm 0 d i j = 1 - (if i = j then (1 : ℝ) else 0) := by
    intro i j
    unfold pairTerm
    split_ifs <;> simp
  have inner : ∀ i ∈ Finset.Icc 1 N,
      ∑ j ∈ Finset.Icc 1 N, pairTerm 0 d i j = (N : ℝ) - 1 := by
    intro i hi
    rw [Finset.sum_congr rfl (fun j _ => e i j), Finset.sum_sub_distrib,
      Finset.sum_ite_eq, if_pos hi]
    simp
  rw [gcpSum, Finset.sum_congr rfl inner]
  simp

end

end CounterpoiseChain
```

The compiler's answer:

```
Main.lean:20:78: error: unsolved goals
d : ℝ
N : ℕ
e : ∀ (i j : ℕ), pairTerm 0 d i j = 1 - if i = j then 1 else 0
inner : ∀ i ∈ Finset.Icc 1 N, ∑ j ∈ Finset.Icc 1 N, pairTerm 0 d i j = ↑N - 1
⊢ ↑N * ↑N - ↑N = ↑N * (↑N - 1)
```

The change, after which it compiles:

```diff
@@ -31,4 +31,5 @@
   rw [gcpSum, Finset.sum_congr rfl inner]
   simp
+  ring
 
 end
```

The one error reports a goal still open at the end of the proof: `↑N * ↑N - ↑N = ↑N * (↑N - 1)`. Both helper facts, `e` and `inner`, are proved, and the remaining equation is true; only the last step is unfinished.

After the `rw`, the left side is the sum of the constant `(N : ℝ) - 1` over N sites. Taken as a single constant, it would give `↑N * (↑N - 1)`, which is exactly the right side. The goal shows that `simp` instead split the sum over the subtraction, which gives `↑N * ↑N - ↑N`. To match the two sides, the product on the right must be multiplied out, and `simp` does not apply distributivity here by default. It therefore stops without an error of its own, and Lean reports the open goal for the whole proof.

The added `ring` proves the equation, since it is an identity in the commutative ring of real numbers.
